# Under linear feedback with independent noise, each generation multiplies the log-population variance by (1 − 1/g)² and adds the noise variance

In this model of population control, the log population x becomes x − (x − L)/g + ξ in each generation, where L is the target, g the feedback time and ξ noise drawn independently from a fixed law `ν`. The theorem `popVar_succ` states that the variance after n + 1 generations is (1 − 1/g)² times the variance after n generations, plus the variance of `ν`. The initial law and the noise law are probability measures with finite second moments; the noise need not have mean zero. The proof writes the update as the sum of a damped old value, (1 − 1/g)x + L/g, and the fresh noise, which are independent under the product law. It then means to split the variance of the sum, drop the constant L/g and pull out the factor (1 − 1/g)².

Lean 4 with Mathlib refuses this proof:

```lean
import Mathlib

open MeasureTheory ProbabilityTheory Filter Topology

namespace PopulationFeedback

noncomputable section

/-- One generation of population control: the log population `p.1` is pulled towards the target `L`
with feedback time `g > 0` (in generations) and receives the branching noise `p.2`. -/
def feedbackStep (g L : ℝ) (p : ℝ × ℝ) : ℝ := p.1 - (p.1 - L) / g + p.2

/-- The law of the log population after `n` generations, started from the law `μ₀`, with
independent noise of law `ν` in every generation. -/
def popLaw (g L : ℝ) (μ₀ ν : Measure ℝ) : ℕ → Measure ℝ
  | 0 => μ₀
  | n + 1 => ((popLaw g L μ₀ ν n).prod ν).map (feedbackStep g L)

/-- The variance of the log population after `n` generations. -/
def popVar (g L : ℝ) (μ₀ ν : Measure ℝ) (n : ℕ) : ℝ := variance id (popLaw g L μ₀ ν n)

/-- The feedback update is a measurable function of log population and noise. -/
theorem measurable_feedbackStep (g L : ℝ) : Measurable (feedbackStep g L) := by
  unfold feedbackStep
  fun_prop

variable {μ₀ ν : Measure ℝ} [IsProbabilityMeasure μ₀] [IsProbabilityMeasure ν]

instance popLaw_isProbabilityMeasure (g L : ℝ) (n : ℕ) :
    IsProbabilityMeasure (popLaw g L μ₀ ν n) := by
  induction n with
  | zero => exact inferInstanceAs (IsProbabilityMeasure μ₀)
  | succ n ih =>
    exact Measure.isProbabilityMeasure_map (measurable_feedbackStep g L).aemeasurable

/-- If the initial log population and the noise have finite second moments, so has the log
population in every generation. -/
theorem popLaw_memLp (g L : ℝ) (h₀ : MemLp id 2 μ₀) (hν : MemLp id 2 ν) (n : ℕ) :
    MemLp id 2 (popLaw g L μ₀ ν n) := by
  induction n with
  | zero => exact h₀
  | succ n ih =>
    have h1 : MemLp (fun p : ℝ × ℝ => p.1) 2 ((popLaw g L μ₀ ν n).prod ν) :=
      ih.comp_measurePreserving measurePreserving_fst
    have h2 : MemLp (fun p : ℝ × ℝ => p.2) 2 ((popLaw g L μ₀ ν n).prod ν) :=
      hν.comp_measurePreserving measurePreserving_snd
    have h3 : MemLp (feedbackStep g L) 2 ((popLaw g L μ₀ ν n).prod ν) := by
      convert ((h1.const_mul (1 - 1 / g)).add (memLp_const (L / g))).add h2 using 1
      ext p
      change p.1 - (p.1 - L) / g + p.2 = (1 - 1 / g) * p.1 + L / g + p.2
      ring
    exact (memLp_map_measure_iff measurable_id.aestronglyMeasurable
      (measurable_feedbackStep g L).aemeasurable).2 h3

/-- Each generation multiplies the variance of the log population by `(1 - 1/g)²` and adds
the variance of the noise. -/
theorem popVar_succ (g L : ℝ) (h₀ : MemLp id 2 μ₀) (hν : MemLp id 2 ν) (n : ℕ) :
    popVar g L μ₀ ν (n + 1) = (1 - 1 / g) ^ 2 * popVar g L μ₀ ν n + variance id ν := by
  have h1 : MemLp (fun p : ℝ × ℝ => p.1) 2 ((popLaw g L μ₀ ν n).prod ν) :=
    (popLaw_memLp g L h₀ hν n).comp_measurePreserving measurePreserving_fst
  have h2 : MemLp (fun p : ℝ × ℝ => p.2) 2 ((popLaw g L μ₀ ν n).prod ν) :=
    hν.comp_measurePreserving measurePreserving_snd
  -- the marginals of the product law
  have v1 : variance (fun p : ℝ × ℝ => p.1) ((popLaw g L μ₀ ν n).prod ν)
      = variance id (popLaw g L μ₀ ν n) := by
    have h := variance_map (X := (id : ℝ → ℝ)) (Y := Prod.fst)
      (μ := (popLaw g L μ₀ ν n).prod ν) measurable_id.aemeasurable measurable_fst.aemeasurable
    rw [measurePreserving_fst.map_eq] at h
    exact h.symm
  have v2 : variance (fun p : ℝ × ℝ => p.2) ((popLaw g L μ₀ ν n).prod ν)
      = variance id ν := by
    have h := variance_map (X := (id : ℝ → ℝ)) (Y := Prod.snd)
      (μ := (popLaw g L μ₀ ν n).prod ν) measurable_id.aemeasurable measurable_snd.aemeasurable
    rw [measurePreserving_snd.map_eq] at h
    exact h.symm
  -- the damped old value and the fresh noise are independent
  have hind : IndepFun (fun p : ℝ × ℝ => (1 - 1 / g) * p.1 + L / g) (fun p : ℝ × ℝ => p.2)
      ((popLaw g L μ₀ ν n).prod ν) :=
    indepFun_prod (X := fun x : ℝ => (1 - 1 / g) * x + L / g) (Y := fun y : ℝ => y)
      (by fun_prop) (by fun_prop)
  have hsplit : id ∘ feedbackStep g L
      = (fun p : ℝ × ℝ => (1 - 1 / g) * p.1 + L / g) + (fun p : ℝ × ℝ => p.2) := by
    ext p
    change p.1 - (p.1 - L) / g + p.2 = (1 - 1 / g) * p.1 + L / g + p.2
    ring
  change variance id (((popLaw g L μ₀ ν n).prod ν).map (feedbackStep g L)) = _
  rw [variance_map measurable_id.aemeasurable (measurable_feedbackStep g L).aemeasurable,
    hsplit, IndepFun.variance_add ((h1.const_mul (1 - 1 / g)).add (memLp_const (L / g))) h2 hind,
    variance_add_const (h1.const_mul (1 - 1 / g)).aestronglyMeasurable,
    variance_const_mul, v1, v2]
  rfl

end

end PopulationFeedback
```

Messages:

```
Main.lean:88:12: error: Tactic `rewrite` failed: Did not find an occurrence of the pattern
  Var[((fun x => (1 - 1 / g) * x.1) + fun x => L / g) + fun p => p.2; (popLaw g L μ₀ ν n).prod ν]
in the target expression
  Var[(fun p => (1 - 1 / g) * p.1 + L / g) + fun p => p.2; (popLaw g L μ₀ ν n).prod ν] =
    (1 - 1 / g) ^ 2 * popVar g L μ₀ ν n + Var[id; ν]

μ₀ ν : Measure ℝ
inst✝¹ : IsProbabilityMeasure μ₀
inst✝ : IsProbabilityMeasure ν
g L : ℝ
h₀ : MemLp id 2 μ₀
hν : MemLp id 2 ν
n : ℕ
h1 : MemLp (fun p => p.1) 2 ((popLaw g L μ₀ ν n).prod ν)
h2 : MemLp (fun p => p.2) 2 ((popLaw g L μ₀ ν n).prod ν)
v1 : Var[fun p => p.1; (popLaw g L μ₀ ν n).prod ν] = Var[id; popLaw g L μ₀ ν n]
v2 : Var[fun p => p.2; (popLaw g L μ₀ ν n).prod ν] = Var[id; ν]
hind : (fun p => (1 - 1 / g) * p.1 + L / g) ⟂ᵢ[(popLaw g L μ₀ ν n).prod ν] fun p => p.2
hsplit : id ∘ feedbackStep g L = (fun p => (1 - 1 / g) * p.1 + L / g) + fun p => p.2
⊢ Var[(fun p => (1 - 1 / g) * p.1 + L / g) + fun p => p.2; (popLaw g L μ₀ ν n).prod ν] =
    (1 - 1 / g) ^ 2 * popVar g L μ₀ ν n + Var[id; ν]
```

The repair, with which the file compiles:

```diff
@@ -79,4 +79,7 @@
     indepFun_prod (X := fun x : ℝ => (1 - 1 / g) * x + L / g) (Y := fun y : ℝ => y)
       (by fun_prop) (by fun_prop)
+  have hA : MemLp (fun p : ℝ × ℝ => (1 - 1 / g) * p.1 + L / g) 2
+      ((popLaw g L μ₀ ν n).prod ν) :=
+    (h1.const_mul (1 - 1 / g)).add (memLp_const (L / g))
   have hsplit : id ∘ feedbackStep g L
       = (fun p : ℝ × ℝ => (1 - 1 / g) * p.1 + L / g) + (fun p : ℝ × ℝ => p.2) := by
@@ -86,5 +89,5 @@
   change variance id (((popLaw g L μ₀ ν n).prod ν).map (feedbackStep g L)) = _
   rw [variance_map measurable_id.aemeasurable (measurable_feedbackStep g L).aemeasurable,
-    hsplit, IndepFun.variance_add ((h1.const_mul (1 - 1 / g)).add (memLp_const (L / g))) h2 hind,
+    hsplit, IndepFun.variance_add hA h2 hind,
     variance_add_const (h1.const_mul (1 - 1 / g)).aestronglyMeasurable,
     variance_const_mul, v1, v2]
```

Cause. The one error says that the rewrite with `IndepFun.variance_add` cannot find its left-hand side in the goal. The lemma's first function was fixed by the proof term `(h1.const_mul (1 - 1 / g)).add (memLp_const (L / g))`, whose type speaks of a sum of two functions, `(fun x => (1 - 1 / g) * x.1) + fun x => L / g`. After `hsplit`, the goal has instead the single function `fun p => (1 - 1 / g) * p.1 + L / g`. The two are equal by definition, so `hind` was accepted as an argument, but `rw` looks for the pattern as written and does not unfold the addition of functions to find it.

The repair gives the same proof term a name, `hA`, with a stated type that uses the single function. Lean accepts this because checking a term against a stated type allows the unfolding. With `hA` as the argument, the pattern of `IndepFun.variance_add` has the same form as the goal, and the rewrite goes through.
